# Derivative coupling of non-degenerate CI states: a Hamiltonian term plus a CSF term

Take two fixed orthonormal electronic states $e_0,e_1$ and two configuration state functions (CSFs) that rotate with a nuclear coordinate $s$:

$$f_0=\cos s\,e_0+\sin s\,e_1,\qquad f_1=-\sin s\,e_0+\cos s\,e_1 .$$

Let the upper CI state have coefficients $(\sin s,\cos s)$. Then $\psi=\sin s\,f_0+\cos s\,f_1=e_1$ at every $s$. The coefficients change and the CSFs change, yet the state stands still. Its coupling to the lower state is zero because two contributions, $1$ and $-1$ at $s=0$, cancel.

## The two contributions in general

Let $\psi_J=\sum_l c_{J,l}f_l$, where $H$ is the matrix of the electronic Hamiltonian in the CSFs and $H c_J=E_Jc_J$ along the coordinate, and let $c_I$ be an eigenvector at the geometry $t$ with level $E_I\neq E_J$. A prime denotes the derivative at $t$. For real symmetric $H$, orthonormal CSFs and differentiable $H$, $f_l$, $c_J$ and $E_J$,

$$\langle\psi_I,\psi_J'\rangle=\frac{c_I\cdot H'c_J}{E_J-E_I}+c_I\cdot A\,c_J,\qquad A_{kl}=\langle f_k,f_l'\rangle .$$

The product rule gives $\psi_J'=\sum_l c_{J,l}f_l'+\sum_l c_{J,l}'f_l$. Taking the inner product with $\psi_I=\sum_k c_{I,k}f_k$ gives $c_I\cdot A c_J+c_I\cdot c_J'$.

To find $c_I\cdot c_J'$, use symmetry: $c_I\cdot Hv=E_I\,c_I\cdot v$ for every $v$. With $v=c_J$ this reads $(E_J-E_I)\,c_I\cdot c_J=0$, so $c_I\cdot c_J=0$. Now hold $c_I$ fixed and differentiate $c_I\cdot Hc_J=E_J\,c_I\cdot c_J$:

$$c_I\cdot H'c_J+E_I\,c_I\cdot c_J'=E_J'\cdot 0+E_J\,c_I\cdot c_J' .$$

Solving for $c_I\cdot c_J'$ gives the first term of the formula. If $H'=0$, only the CSF term remains.

If the CSFs stay orthonormal, differentiating $\langle f_k,f_l\rangle=\delta_{kl}$ gives $A_{lk}+A_{kl}=0$.

Putting $c_J(t)$ in place of $c_I$ in the same differentiation gives the Hellmann–Feynman formula $E_J'=c_J\cdot H'c_J$ for normalised $c_J$, a neighbouring result that has no theorem below.

## From integrals to a coupling

In a state-averaged CASSCF calculation both states share one set of orbitals $\varphi_p$ and one CI matrix. Derivative integrals and the orbital response enter $H'$, which is contracted with the two CI vectors and divided by the energy gap. The CSF term is the one-electron transition density contracted with $\langle\varphi_p,\varphi_q'\rangle$. The sum enters nonadiabatic dynamics; the formula here treats one coordinate and a finite expansion, away from degeneracy.

## CI states and their overlaps in Lean

The finite type `n` labels the CSFs, and the real inner product space `F` contains them.

```lean
import Mathlib

open Matrix

namespace CsfDerivativeCoupling

noncomputable section

variable {n F : Type*} [Fintype n] [NormedAddCommGroup F] [InnerProductSpace ℝ F]
```

A CI state is a vector of `F`, built from its coefficients.

```lean
/-- The CI state `∑ c_k f_k` with coefficients `c` over the configuration state functions
(CSFs) `f`. -/
def ciState (c : n → ℝ) (f : n → F) : F := ∑ k, c k • f k
```

Despite its name, `csfOverlap` is the coupling matrix $A$ when its second argument is the family of derivatives.

```lean
/-- The matrix of inner products `⟨f_k, g_l⟩` of two families of vectors. With `g` the
derivatives of the CSFs `f` it is the CSF coupling matrix `A`. -/
def csfOverlap (f g : n → F) : Matrix n n ℝ := Matrix.of fun k l => inner ℝ (f k) (g l)
```

The next two lemmas turn inner products of states into sums over coefficients. The first expands both sums; the second treats a single orthonormal family, where the inner product is a dot product.

```lean
/-- The inner product of two CI expansions is the bilinear form of their coefficients in the
overlap matrix. -/
theorem inner_ciState (a b : n → ℝ) (f g : n → F) :
    inner ℝ (ciState a f) (ciState b g) = a ⬝ᵥ csfOverlap f g *ᵥ b := by
  simp only [ciState, csfOverlap, dotProduct, Matrix.mulVec, Matrix.of_apply]
  rw [sum_inner]
  refine Finset.sum_congr rfl fun k _ => ?_
  rw [inner_sum, Finset.mul_sum]
  refine Finset.sum_congr rfl fun l _ => ?_
  rw [real_inner_smul_left, real_inner_smul_right]
  ring

/-- Over orthonormal CSFs the inner product of two CI states is the dot product of their
coefficient vectors. -/
theorem inner_ciState_self {f : n → F} (hf : Orthonormal ℝ f) (a b : n → ℝ) :
    inner ℝ (ciState a f) (ciState b f) = a ⬝ᵥ b := by
  unfold ciState
  rw [hf.inner_sum]
  simp [dotProduct]
```

The product rule is applied to each summand and the results are added. `HasDerivAt` states that the derivative exists and names its value.

```lean
/-- The derivative of a CI state with differentiable coefficients and CSFs is the sum of a part
from the moving CSFs and a part from the moving coefficients. -/
theorem hasDerivAt_ciState {c : ℝ → n → ℝ} {c' : n → ℝ} {f : ℝ → n → F} {f' : n → F} {t : ℝ}
    (hc : ∀ k, HasDerivAt (fun s => c s k) (c' k) t)
    (hf : ∀ k, HasDerivAt (fun s => f s k) (f' k) t) :
    HasDerivAt (fun s => ciState (c s) (f s)) (ciState (c t) f' + ciState c' (f t)) t := by
  have h : ∀ k ∈ Finset.univ, HasDerivAt (fun s => c s k • f s k)
      (c t k • f' k + c' k • f t k) t := fun k _ => (hc k).smul (hf k)
  unfold ciState
  exact (HasDerivAt.fun_sum h).congr_deriv Finset.sum_add_distrib
```

The antisymmetry theorem assumes orthonormality at every `s`, and its proof differentiates a constant overlap. Orthonormality near `t` would be enough.

```lean
omit [Fintype n] in
/-- For differentiable CSFs that stay orthonormal, the coupling matrix `A_kl = ⟨f_k, f_l'⟩` is
antisymmetric. -/
theorem csfOverlap_antisymm {f : ℝ → n → F} {f' : n → F} {t : ℝ}
    (horth : ∀ s, Orthonormal ℝ (f s))
    (hf : ∀ k, HasDerivAt (fun s => f s k) (f' k) t) :
    (csfOverlap (f t) f')ᵀ = -csfOverlap (f t) f' := by
  classical
  ext k l
  have h := (hf l).inner ℝ (hf k)
  -- the overlap of two CSFs does not change with the geometry
  have hconst : (fun s => inner ℝ (f s l) (f s k)) = fun _ => if l = k then (1 : ℝ) else 0 :=
    funext fun s => orthonormal_iff_ite.mp (horth s) l k
  rw [hconst] at h
  have h0 := h.unique (hasDerivAt_const t _)
  have hcomm := real_inner_comm (f' l) (f t k)
  simp only [csfOverlap, Matrix.transpose_apply, Matrix.neg_apply, Matrix.of_apply]
  linarith
```

## The coupling formula

The main theorem assumes orthonormality and symmetry only at `t`, but the eigenvalue equation for $J$ at all `s` (near `t` would be enough). The smooth eigenpair is assumed: it stands for a state followed continuously along the coordinate. The condition `hne` excludes the conical intersection itself.

Neither vector need be normalised. For nonzero vectors, dividing by $|c_I||c_J(t)|$ gives the coupling of the normalised states, because $c_I\cdot c_J=0$ removes the derivative of the norm.

`H` is any matrix curve meeting these conditions; identifying it with the electronic Hamiltonian in the CSFs is the step left to the user.

In the proof, `hleft` lets $H$ act to the left, `hzero` is orthogonality, `hL` and `hR` differentiate the two sides, and `key` equates them. Solving gives `hci`, to which the CSF part is added.

```lean
/-- Derivative coupling of CI states. Let the CSFs be differentiable at `t` and orthonormal there,
`H` differentiable at `t` and symmetric there, `c_J` an eigenvector curve of `H` that is
differentiable at `t` together with its level, and `c_I` an eigenvector at `t` with a different
level. Then `⟨ψ_I, ψ_J'⟩ = c_I·H'c_J / (E_J - E_I) + c_I·A c_J`. -/
theorem derivative_coupling {H : ℝ → Matrix n n ℝ} {H' : Matrix n n ℝ} {cI : n → ℝ} {EI : ℝ}
    {cJ : ℝ → n → ℝ} {cJ' : n → ℝ} {EJ : ℝ → ℝ} {f : ℝ → n → F} {f' : n → F} {t : ℝ}
    (horth : Orthonormal ℝ (f t)) (hf : ∀ k, HasDerivAt (fun s => f s k) (f' k) t)
    (hsym : (H t).IsSymm) (hH : ∀ k l, HasDerivAt (fun s => H s k l) (H' k l) t)
    (hI : H t *ᵥ cI = EI • cI) (hJ : ∀ s, H s *ᵥ cJ s = EJ s • cJ s)
    (hc : ∀ k, HasDerivAt (fun s => cJ s k) (cJ' k) t) (hE : DifferentiableAt ℝ EJ t)
    (hne : EJ t ≠ EI) :
    inner ℝ (ciState cI (f t)) (deriv (fun s => ciState (cJ s) (f s)) t) =
      (cI ⬝ᵥ H' *ᵥ cJ t) / (EJ t - EI) + cI ⬝ᵥ csfOverlap (f t) f' *ᵥ cJ t := by
  -- the symmetric matrix acts to the left on its eigenvector
  have hleft : ∀ v, cI ⬝ᵥ H t *ᵥ v = EI * (cI ⬝ᵥ v) := fun v => by
    rw [Matrix.dotProduct_mulVec, ← Matrix.mulVec_transpose, hsym.eq, hI, smul_dotProduct,
      smul_eq_mul]
  have hzero : cI ⬝ᵥ cJ t = 0 := by
    have h := hleft (cJ t)
    rw [hJ t, dotProduct_smul, smul_eq_mul] at h
    have h2 : (EJ t - EI) * (cI ⬝ᵥ cJ t) = 0 := by linear_combination h
    exact (mul_eq_zero.mp h2).resolve_left (sub_ne_zero.mpr hne)
  -- differentiate both sides of the projected eigenvalue equation
  have hL : HasDerivAt (fun s => cI ⬝ᵥ H s *ᵥ cJ s)
      (cI ⬝ᵥ H' *ᵥ cJ t + cI ⬝ᵥ H t *ᵥ cJ') t := by
    have h : HasDerivAt (fun s => ∑ k, cI k * ∑ l, H s k l * cJ s l)
        (∑ k, cI k * ∑ l, (H' k l * cJ t l + H t k l * cJ' l)) t :=
      HasDerivAt.fun_sum fun k _ =>
        (HasDerivAt.fun_sum fun l _ => (hH k l).fun_mul (hc l)).const_mul (cI k)
    refine h.congr_deriv ?_
    simp only [dotProduct, Matrix.mulVec, Finset.sum_add_distrib, mul_add]
  have hdot : HasDerivAt (fun s => cI ⬝ᵥ cJ s) (cI ⬝ᵥ cJ') t :=
    HasDerivAt.fun_sum fun k _ => (hc k).const_mul (cI k)
  have hR := hE.hasDerivAt.fun_mul hdot
  have heq : (fun s => cI ⬝ᵥ H s *ᵥ cJ s) = fun s => EJ s * (cI ⬝ᵥ cJ s) :=
    funext fun s => by rw [hJ s, dotProduct_smul, smul_eq_mul]
  rw [heq] at hL
  have key := hL.unique hR
  rw [hleft, hzero] at key
  have hci : cI ⬝ᵥ cJ' = (cI ⬝ᵥ H' *ᵥ cJ t) / (EJ t - EI) := by
    rw [eq_div_iff (sub_ne_zero.mpr hne)]
    linear_combination -key
  -- add the part that comes from the moving CSFs
  rw [(hasDerivAt_ciState hc hf).deriv, inner_add_right, inner_ciState,
    inner_ciState_self horth, hci]
  ring
```

Setting `H'` to zero removes the first term.

```lean
/-- If, in the setting of `derivative_coupling`, the derivative of the Hamiltonian matrix vanishes
at `t`, the coupling is the CSF term `c_I·A c_J` alone. -/
theorem derivative_coupling_of_stationary {H : ℝ → Matrix n n ℝ} {cI : n → ℝ} {EI : ℝ}
    {cJ : ℝ → n → ℝ} {cJ' : n → ℝ} {EJ : ℝ → ℝ} {f : ℝ → n → F} {f' : n → F} {t : ℝ}
    (horth : Orthonormal ℝ (f t)) (hf : ∀ k, HasDerivAt (fun s => f s k) (f' k) t)
    (hsym : (H t).IsSymm) (hH : ∀ k l, HasDerivAt (fun s => H s k l) 0 t)
    (hI : H t *ᵥ cI = EI • cI) (hJ : ∀ s, H s *ᵥ cJ s = EJ s • cJ s)
    (hc : ∀ k, HasDerivAt (fun s => cJ s k) (cJ' k) t) (hE : DifferentiableAt ℝ EJ t)
    (hne : EJ t ≠ EI) :
    inner ℝ (ciState cI (f t)) (deriv (fun s => ciState (cJ s) (f s)) t) =
      cI ⬝ᵥ csfOverlap (f t) f' *ᵥ cJ t := by
  rw [derivative_coupling (H' := 0) horth hf hsym hH hI hJ hc hE hne, Matrix.zero_mulVec,
    dotProduct_zero, zero_div, zero_add]
```

## A bound without an energy denominator

For normalised $c_I$, the Cauchy–Schwarz inequality bounds the CSF term by $\lVert\sum_l c_{J,l}f_l'\rVert$. A shrinking gap therefore cannot make this term diverge as long as that norm stays bounded.

```lean
/-- For orthonormal CSFs and a normalised vector `a`, the CSF term `a·A b` is at most the norm of
`∑ b_l f_l'` in size. -/
theorem csf_term_bound {f : n → F} (hf : Orthonormal ℝ f) (f' : n → F) {a : n → ℝ}
    (ha : a ⬝ᵥ a = 1) (b : n → ℝ) :
    |a ⬝ᵥ csfOverlap f f' *ᵥ b| ≤ ‖ciState b f'‖ := by
  have h := inner_ciState_self hf a a
  rw [real_inner_self_eq_norm_sq, ha] at h
  have hn : ‖ciState a f‖ = 1 := by nlinarith [norm_nonneg (ciState a f)]
  have hb := abs_real_inner_le_norm (ciState a f) (ciState b f')
  rwa [hn, one_mul, inner_ciState] at hb
```

## The rotating pair again

These definitions encode the opening example. The matrix has levels 0 and 1, and projects on the upper coefficient vector.

```lean
/-- Two CSFs obtained by rotating the pair `e` through the angle `s`. -/
def rotatedPair (e : Fin 2 → F) (s : ℝ) (k : Fin 2) : F :=
  ciState (![![Real.cos s, Real.sin s], ![-Real.sin s, Real.cos s]] k) e

/-- The two-state Hamiltonian matrix that projects on the vector `(sin s, cos s)`. -/
def rotatedH (s : ℝ) : Matrix (Fin 2) (Fin 2) ℝ :=
  !![Real.sin s * Real.sin s, Real.sin s * Real.cos s;
     Real.cos s * Real.sin s, Real.cos s * Real.cos s]
```

The first theorem checks the hypotheses of the coupling formula on the CSFs, the matrix and the coefficient vectors at $t=0$. The remaining two, that the upper level is differentiable and differs from the lower one, hold because the levels are the constants 1 and 0.

```lean
/-- For an orthonormal pair `e`, the rotated CSFs, the matrix `rotatedH` and the coefficient vectors
`(1, 0)` with level 0 and `(sin s, cos s)` with level 1 meet the hypotheses of `derivative_coupling`
at `t = 0`, apart from the two that concern the levels alone. -/
theorem derivative_coupling_witness {e : Fin 2 → F} (he : Orthonormal ℝ e) :
    (∀ s, Orthonormal ℝ (rotatedPair e s)) ∧
    (∀ k, HasDerivAt (fun s => rotatedPair e s k) (![e 1, -e 0] k) 0) ∧
    (rotatedH 0).IsSymm ∧
    (∀ k l, HasDerivAt (fun s => rotatedH s k l) (!![(0 : ℝ), 1; 1, 0] k l) 0) ∧
    rotatedH 0 *ᵥ ![1, 0] = (0 : ℝ) • ![1, 0] ∧
    (∀ s, rotatedH s *ᵥ ![Real.sin s, Real.cos s] = (1 : ℝ) • ![Real.sin s, Real.cos s]) ∧
    (∀ k, HasDerivAt (fun s => ![Real.sin s, Real.cos s] k) (![(1 : ℝ), 0] k) 0) := by
  have hs : HasDerivAt Real.sin 1 0 := by simpa using Real.hasDerivAt_sin 0
  have hc : HasDerivAt Real.cos 0 0 := by simpa using Real.hasDerivAt_cos 0
  refine ⟨fun s => ?_, Fin.forall_fin_two.mpr ⟨?_, ?_⟩, ?_,
    Fin.forall_fin_two.mpr ⟨Fin.forall_fin_two.mpr ⟨?_, ?_⟩, Fin.forall_fin_two.mpr ⟨?_, ?_⟩⟩,
    ?_, fun s => funext (Fin.forall_fin_two.mpr ⟨?_, ?_⟩), Fin.forall_fin_two.mpr ⟨?_, ?_⟩⟩
  · rw [orthonormal_iff_ite]
    intro i j
    unfold rotatedPair
    rw [inner_ciState_self he]
    have h := Real.sin_sq_add_cos_sq s
    fin_cases i <;> fin_cases j <;> simp [dotProduct, Fin.sum_univ_two] <;> nlinarith
  · simpa [rotatedPair, ciState, Fin.sum_univ_two] using
      (hc.smul_const (e 0)).fun_add (hs.smul_const (e 1))
  · simpa [rotatedPair, ciState, Fin.sum_univ_two] using
      (hs.fun_neg.smul_const (e 0)).fun_add (hc.smul_const (e 1))
  · ext i j
    fin_cases i <;> fin_cases j <;> simp [rotatedH]
  · simpa [rotatedH] using hs.fun_mul hs
  · simpa [rotatedH] using hs.fun_mul hc
  · simpa [rotatedH] using hc.fun_mul hs
  · simpa [rotatedH] using hc.fun_mul hc
  · ext i
    fin_cases i <;> simp [rotatedH, Matrix.mulVec, dotProduct, Fin.sum_univ_two]
  · simp [rotatedH, Matrix.mulVec, dotProduct, Fin.sum_univ_two]
    linear_combination Real.sin s * Real.sin_sq_add_cos_sq s
  · simp [rotatedH, Matrix.mulVec, dotProduct, Fin.sum_univ_two]
    linear_combination Real.cos s * Real.sin_sq_add_cos_sq s
  · simpa using hs
  · simpa using hc
```

The second shows that the upper state is fixed, using $\sin^2 s+\cos^2 s=1$, and evaluates the two terms. Its docstring calls the Hamiltonian term the CI term.

```lean
/-- In the rotated two-state model over an orthonormal pair `e`, the upper state is `e 1` at every
angle, while at angle zero the CI term is `1` and the CSF term is `-1`. -/
theorem ci_and_csf_terms_cancel {e : Fin 2 → F} (he : Orthonormal ℝ e) :
    (∀ s, ciState ![Real.sin s, Real.cos s] (rotatedPair e s) = e 1) ∧
    (![1, 0] ⬝ᵥ !![(0 : ℝ), 1; 1, 0] *ᵥ ![0, 1]) / (1 - 0) = 1 ∧
    ![1, 0] ⬝ᵥ csfOverlap (rotatedPair e 0) ![e 1, -e 0] *ᵥ ![0, 1] = -1 := by
  refine ⟨fun s => ?_, ?_, ?_⟩
  · simp [ciState, rotatedPair, Fin.sum_univ_two]
    linear_combination (norm := module) (Real.sin_sq_add_cos_sq s) • e 1
  · simp [Matrix.mulVec, dotProduct, Fin.sum_univ_two]
  · simp [csfOverlap, rotatedPair, ciState, Matrix.mulVec, dotProduct, Fin.sum_univ_two, he.1 0]

end

end CsfDerivativeCoupling
```

```lean
#print axioms CsfDerivativeCoupling.csfOverlap_antisymm
-- 'CsfDerivativeCoupling.csfOverlap_antisymm' depends on axioms: [propext, Classical.choice, Quot.sound]
#print axioms CsfDerivativeCoupling.derivative_coupling_of_stationary
-- 'CsfDerivativeCoupling.derivative_coupling_of_stationary' depends on axioms: [propext, Classical.choice, Quot.sound]
#print axioms CsfDerivativeCoupling.csf_term_bound
-- 'CsfDerivativeCoupling.csf_term_bound' depends on axioms: [propext, Classical.choice, Quot.sound]
#print axioms CsfDerivativeCoupling.ci_and_csf_terms_cancel
-- 'CsfDerivativeCoupling.ci_and_csf_terms_cancel' depends on axioms: [propext, Classical.choice, Quot.sound]
```
